# Kinetic lower bound for a one-dimensional periodic orbital confined to n of N psinc grid points

Let N = 2m+1, and let f be a complex trigonometric polynomial of degree at most m on [0, 2π]. If f is nonzero at no more than n of the grid points 2πj/N, j = 0, …, 2m, then

∫|f′|² ≥ (1 − n/N) ∫|f|²,

with both integrals over the whole cell. The bound holds for every m ≥ 0, and for m = 1, n = 1 a single psinc function attains equality. A psinc function is, up to a constant factor, the sum of all waves exp(ikx) with |k| ≤ m, shifted so that its peak lies on a grid point; it vanishes at every other grid point.

## Grid values, norms and kinetic energies in a psinc code

A psinc code stores an orbital by its values on a regular grid and localises it by setting the values outside a region to zero. The orbital still oscillates between those grid points, so its kinetic energy belongs to the whole cell. Two identities used below are ones such a code relies on: the grid sum of |f|² gives the norm exactly, and differentiation multiplies each Fourier coefficient by ik.

The bound itself can serve as a check. Take a normalised one-dimensional orbital that itself repeats with period L, with no Bloch phase. For a particle of mass M, rescaling x turns the bound into one on the kinetic energy T:

T ≥ (ħ²/2M) (2π/L)² (1 − n/N).

A computed value that falls below this by more than rounding points to a fault, such as a wrong reciprocal-lattice factor.

The bound is weak on all but the smallest grids. Its right-hand side never exceeds the energy of the first nonuniform plane wave, whereas summing k² shows that a single psinc has ∫|f′|² / ∫|f|² = m(m+1)/3. When n < N, the zeros alone give another bound, which is not part of the Lean file. Neighbouring grid zeros are at most 2π(n+1)/N apart, and a function that vanishes at both ends of an interval of length g satisfies ∫|f′|² ≥ (π/g)² ∫|f|² on it. Over the cell this gives ∫|f′|² ≥ (N/(2(n+1)))² ∫|f|². For N ≥ 7 this factor is always larger than 1 − n/N, so it makes the sharper check.

## Derivation from plane-wave sums

Write x_j = 2πj/N and

f(x) = Σ_{|k|≤m} c_k exp(ikx),  S = Σ_{|k|≤m} |c_k|².

The density is a double sum,

|f(x)|² = Σ_k Σ_l c_k c_l* exp(i(k−l)x).

For an integer q ≠ 0, the integral of exp(iqx) over the cell is (exp(2πiq) − 1)/(iq) = 0; for q = 0 it is 2π. Only the terms with k = l survive, so

∫|f|² = 2πS.

The derivative f′ has coefficients ik c_k, and the same formula gives

∫|f′|² = 2π Σ_k k²|c_k|².

On the grid, take 0 < |q| ≤ 2m and set z = exp(2πiq/N). Then z^N = 1, but z ≠ 1 because N does not divide q. From

(z − 1) Σ_j z^j = z^N − 1 = 0

the sum of exp(iqx_j) over the grid vanishes. For q = 0 it is N. Since |k − l| ≤ 2m,

Σ_j |f(x_j)|² = NS,  Σ_j f(x_j) = N c_0.

Let R be the set of grid points where f is nonzero, with |R| ≤ n. Only these points contribute to the sum of f, so Cauchy–Schwarz gives

N²|c_0|² = |Σ_{j∈R} f(x_j)|² ≤ |R| Σ_{j∈R} |f(x_j)|² ≤ nNS,

and hence |c_0|² ≤ (n/N)S. A localised orbital can therefore put only a limited weight in the uniform wave, the one wave without kinetic energy. Every other wave has k² ≥ 1, so

Σ_k k²|c_k|² ≥ S − |c_0|² ≥ (1 − n/N)S.

Multiplying by 2π gives the result.

For equality, take m = 1 and f(x) = 1 + 2cos x. Its grid values are 3, 0, 0, with ∫|f|² = 6π and ∫|f′|² = 4π. After normalisation the kinetic integral is 2/3 = 1 − 1/3.

## The Lean file

```lean
import Mathlib

open Finset Complex ComplexConjugate

namespace PsincLocalisation

noncomputable section

/-- The integer wave numbers `k` with `|k| ≤ m`. -/
def modes (m : ℕ) : Finset ℤ := Icc (-(m : ℤ)) m

/-- The plane wave `exp(ikx)`. -/
def wave (k : ℤ) (x : ℝ) : ℂ := Complex.exp (k * x * I)

/-- The trigonometric polynomial of degree at most `m` with coefficients `c k`. -/
def orbital (m : ℕ) (c : ℤ → ℂ) (x : ℝ) : ℂ := ∑ k ∈ modes m, c k * wave k x

/-- The grid point `2πj/N`, with `N = 2m+1`. -/
def gridPoint (m j : ℕ) : ℝ := 2 * Real.pi * j / (2 * m + 1)

/-- The localisation region: indices of the grid points where the orbital is nonzero. -/
def region (m : ℕ) (c : ℤ → ℂ) : Finset ℕ :=
  (range (2 * m + 1)).filter (fun j => orbital m c (gridPoint m j) ≠ 0)

/-- The density `|f(x)|²` is a double sum over pairs of plane waves. -/
lemma density_expansion (m : ℕ) (c : ℤ → ℂ) (x : ℝ) :
    ((‖orbital m c x‖ ^ 2 : ℝ) : ℂ) =
      ∑ k ∈ modes m, ∑ l ∈ modes m, c k * conj (c l) * wave (k - l) x := by
  rw [← Complex.normSq_eq_norm_sq, ← Complex.mul_conj, orbital, map_sum, Finset.sum_mul_sum]
  refine sum_congr rfl fun k _ => sum_congr rfl fun l _ => ?_
  have h : wave (k - l) x = wave k x * conj (wave l x) := by
    simp only [wave]
    rw [← Complex.exp_conj, ← Complex.exp_add]
    congr 1
    push_cast
    simp only [map_mul, Complex.conj_I, Complex.conj_ofReal, map_intCast]
    ring
  rw [h, map_mul]
  ring

/-- If only equal wave numbers contribute, each with weight `a`, the double sum is `a` times
the sum of the `|c k|²`. -/
lemma diagonal_sum (s : Finset ℤ) (c : ℤ → ℂ) (a : ℂ) :
    ∑ k ∈ s, ∑ l ∈ s, c k * conj (c l) * (if k - l = 0 then a else 0)
      = a * ((∑ k ∈ s, ‖c k‖ ^ 2 : ℝ) : ℂ) := by
  rw [Complex.ofReal_sum, Finset.mul_sum]
  refine sum_congr rfl fun k hk => ?_
  rw [Finset.sum_eq_single k]
  · rw [sub_self, if_pos rfl, Complex.mul_conj, Complex.normSq_eq_norm_sq]
    ring
  · intro l _ hl
    rw [if_neg (fun h => hl (by omega)), mul_zero]
  · exact fun h => absurd hk h

/-- On the grid, a wave with `|q| ≤ 2m` sums to `2m+1` if `q = 0` and to zero otherwise. -/
lemma grid_sum_wave (m : ℕ) (q : ℤ) (hq : |q| ≤ 2 * m) :
    ∑ j ∈ range (2 * m + 1), wave q (gridPoint m j) = if q = 0 then (2 * m + 1 : ℂ) else 0 := by
  have hN : (2 * (m : ℂ) + 1) ≠ 0 := by exact_mod_cast Nat.succ_ne_zero (2 * m)
  split_ifs with h
  · subst h
    simp [wave]
  · -- the samples are powers of an N-th root of unity z ≠ 1
    obtain ⟨z, hz⟩ : ∃ z, z = Complex.exp (q * (2 * Real.pi * I) / (2 * m + 1)) := ⟨_, rfl⟩
    have hpow : ∀ j : ℕ, wave q (gridPoint m j) = z ^ j := by
      intro j
      rw [hz, ← Complex.exp_nat_mul]
      simp only [wave, gridPoint]
      congr 1
      push_cast
      ring
    have hone : z ^ (2 * m + 1) = 1 := by
      rw [hz, ← Complex.exp_nat_mul]
      refine Complex.exp_eq_one_iff.mpr ⟨q, ?_⟩
      push_cast
      exact mul_div_cancel₀ _ hN
    have hne : z ≠ 1 := by
      intro h1
      rw [hz, Complex.exp_eq_one_iff] at h1
      obtain ⟨p, hp⟩ := h1
      rw [div_eq_iff hN] at hp
      have h2 : (q : ℂ) = p * (2 * m + 1) := by
        apply mul_right_cancel₀ Complex.two_pi_I_ne_zero
        linear_combination hp
      have h3 : q = p * (2 * m + 1) := by exact_mod_cast h2
      obtain ⟨ha, hb⟩ := abs_le.mp hq
      have hm : (0 : ℤ) ≤ m := Int.natCast_nonneg m
      rcases lt_trichotomy p 0 with hp | hp | hp
      · nlinarith [mul_nonneg (show 0 ≤ -1 - p by omega) hm]
      · exact h (by rw [h3, hp, zero_mul])
      · nlinarith [mul_nonneg (show 0 ≤ p - 1 by omega) hm]
    have hg := geom_sum_mul z (2 * m + 1)
    rw [hone, sub_self] at hg
    rw [sum_congr rfl fun j _ => hpow j]
    exact (mul_eq_zero.mp hg).resolve_right (sub_ne_zero.mpr hne)

/-- The sum of `|f|²` over the grid is `2m+1` times the sum of the `|c k|²`. -/
theorem grid_parseval (m : ℕ) (c : ℤ → ℂ) :
    ∑ j ∈ range (2 * m + 1), ‖orbital m c (gridPoint m j)‖ ^ 2
      = (2 * m + 1) * ∑ k ∈ modes m, ‖c k‖ ^ 2 := by
  apply Complex.ofReal_injective
  rw [Complex.ofReal_sum, sum_congr rfl fun j _ => density_expansion m c (gridPoint m j),
    Complex.ofReal_mul, show ((2 * (m : ℝ) + 1 : ℝ) : ℂ) = 2 * m + 1 by push_cast; rfl,
    ← diagonal_sum, Finset.sum_comm]
  refine sum_congr rfl fun k hk => ?_
  rw [Finset.sum_comm]
  refine sum_congr rfl fun l hl => ?_
  have hk' := Finset.mem_Icc.mp hk
  have hl' := Finset.mem_Icc.mp hl
  rw [← Finset.mul_sum, grid_sum_wave m (k - l) (abs_le.mpr ⟨by omega, by omega⟩)]

/-- The integral of `|f|²` over the cell is `2π` times the sum of the `|c k|²`. -/
theorem norm_integral (m : ℕ) (c : ℤ → ℂ) :
    ∫ x in (0 : ℝ)..(2 * Real.pi), ‖orbital m c x‖ ^ 2
      = 2 * Real.pi * ∑ k ∈ modes m, ‖c k‖ ^ 2 := by
  have hw : ∀ q : ℤ, ∫ x in (0 : ℝ)..(2 * Real.pi), wave q x
      = if q = 0 then ((2 * Real.pi : ℝ) : ℂ) else 0 := by
    intro q
    split_ifs with h
    · subst h
      simp [wave]
    · have hq : (q : ℂ) * I ≠ 0 := mul_ne_zero (Int.cast_ne_zero.mpr h) I_ne_zero
      have he : Complex.exp ((q : ℂ) * I * ((2 * Real.pi : ℝ) : ℂ)) = 1 :=
        Complex.exp_eq_one_iff.mpr ⟨q, by push_cast; ring⟩
      have hf : ∀ x : ℝ, wave q x = Complex.exp ((q : ℂ) * I * x) := by
        intro x
        rw [wave, mul_right_comm]
      simp_rw [hf]
      rw [integral_exp_mul_complex hq, he]
      simp
  have hcont : ∀ q : ℤ, Continuous (wave q) := by
    intro q
    unfold wave
    fun_prop
  apply Complex.ofReal_injective
  rw [← intervalIntegral.integral_ofReal]
  simp_rw [density_expansion]
  rw [Complex.ofReal_mul, ← diagonal_sum, intervalIntegral.integral_finsetSum]
  · refine sum_congr rfl fun k _ => ?_
    rw [intervalIntegral.integral_finsetSum]
    · refine sum_congr rfl fun l _ => ?_
      rw [intervalIntegral.integral_const_mul, hw]
    · exact fun l _ => (continuous_const.mul (hcont _)).intervalIntegrable _ _
  · exact fun k _ => (continuous_finsetSum _ fun l _ =>
      continuous_const.mul (hcont _)).intervalIntegrable _ _

/-- The integral of `|f'|²` over the cell is `2π` times the sum of the `k²|c k|²`. -/
theorem kinetic_integral (m : ℕ) (c : ℤ → ℂ) :
    ∫ x in (0 : ℝ)..(2 * Real.pi), ‖deriv (orbital m c) x‖ ^ 2
      = 2 * Real.pi * ∑ k ∈ modes m, (k : ℝ) ^ 2 * ‖c k‖ ^ 2 := by
  -- differentiation multiplies each coefficient by ik
  have hd : ∀ x, deriv (orbital m c) x = orbital m (fun k => k * I * c k) x := by
    intro x
    have hk : ∀ k : ℤ, HasDerivAt (fun y : ℝ => c k * wave k y) (k * I * c k * wave k x) x := by
      intro k
      have h : HasDerivAt (fun y : ℝ => (k : ℂ) * (y : ℂ) * I) (k * I) x :=
        (((hasDerivAt_id x).ofReal_comp.const_mul (k : ℂ)).mul_const I).congr_deriv (by simp)
      exact (h.cexp.const_mul (c k)).congr_deriv (by rw [wave]; ring)
    exact (HasDerivAt.fun_sum fun k _ => hk k).deriv
  simp_rw [hd]
  rw [norm_integral]
  congr 1
  refine sum_congr rfl fun k _ => ?_
  rw [norm_mul, norm_mul, Complex.norm_I, mul_one, mul_pow, Complex.norm_intCast, sq_abs]

/-- `N = 2m+1` times the weight `|c 0|²` of the uniform wave is at most the number of occupied
grid points times the sum of the `|c k|²`. -/
theorem uniform_weight_le (m : ℕ) (c : ℤ → ℂ) :
    (2 * m + 1) * ‖c 0‖ ^ 2 ≤ (region m c).card * ∑ k ∈ modes m, ‖c k‖ ^ 2 := by
  have hN : (0 : ℝ) < 2 * m + 1 := by positivity
  -- the grid sum of the orbital isolates the uniform wave
  have hreg : ∑ j ∈ region m c, orbital m c (gridPoint m j) = (2 * m + 1) * c 0 := by
    rw [region, Finset.sum_filter_ne_zero]
    simp only [orbital]
    rw [Finset.sum_comm, Finset.sum_eq_single 0]
    · rw [← Finset.mul_sum, grid_sum_wave m 0 (by simp), if_pos rfl, mul_comm]
    · intro k hk h0
      have hk' := Finset.mem_Icc.mp hk
      rw [← Finset.mul_sum, grid_sum_wave m k (abs_le.mpr ⟨by omega, by omega⟩), if_neg h0,
        mul_zero]
    · exact fun h => absurd (by simp [modes]) h
  have hnorm : ‖(2 * (m : ℂ) + 1) * c 0‖ = (2 * m + 1) * ‖c 0‖ := by
    rw [norm_mul, show (2 * (m : ℂ) + 1) = ((2 * (m : ℝ) + 1 : ℝ) : ℂ) by push_cast; rfl,
      Complex.norm_real, Real.norm_of_nonneg hN.le]
  -- Cauchy-Schwarz over the occupied points only
  have hcs : ((2 * m + 1) * ‖c 0‖) ^ 2
      ≤ (region m c).card * ((2 * m + 1) * ∑ k ∈ modes m, ‖c k‖ ^ 2) := by
    rw [← hnorm, ← hreg, ← grid_parseval]
    calc ‖∑ j ∈ region m c, orbital m c (gridPoint m j)‖ ^ 2
        ≤ (∑ j ∈ region m c, ‖orbital m c (gridPoint m j)‖) ^ 2 :=
          pow_le_pow_left₀ (norm_nonneg _) (norm_sum_le _ _) 2
      _ ≤ (region m c).card * ∑ j ∈ region m c, ‖orbital m c (gridPoint m j)‖ ^ 2 :=
          sq_sum_le_card_mul_sum_sq
      _ ≤ _ := mul_le_mul_of_nonneg_left
          (Finset.sum_le_sum_of_subset_of_nonneg (Finset.filter_subset _ _)
            fun _ _ _ => sq_nonneg _) (Nat.cast_nonneg _)
  refine le_of_mul_le_mul_left ?_ hN
  linarith

/-- Kinetic cost of localisation: if an orbital of degree at most `m` is nonzero at no more
than `n` of the `N = 2m+1` grid points, then `∫|f'|² ≥ (1 - n/N) ∫|f|²` over the cell. -/
theorem kinetic_cost_of_localisation (m n : ℕ) (c : ℤ → ℂ) (hn : (region m c).card ≤ n) :
    (1 - (n : ℝ) / (2 * m + 1)) * ∫ x in (0 : ℝ)..(2 * Real.pi), ‖orbital m c x‖ ^ 2
      ≤ ∫ x in (0 : ℝ)..(2 * Real.pi), ‖deriv (orbital m c) x‖ ^ 2 := by
  rw [norm_integral, kinetic_integral]
  -- every wave except the uniform one has k² ≥ 1
  have hgap : ∑ k ∈ modes m, ‖c k‖ ^ 2
      ≤ ∑ k ∈ modes m, (k : ℝ) ^ 2 * ‖c k‖ ^ 2 + ‖c 0‖ ^ 2 := by
    have h0 : ∑ k ∈ modes m, (if k = 0 then ‖c k‖ ^ 2 else 0) = ‖c 0‖ ^ 2 := by
      rw [Finset.sum_ite_eq', if_pos (by simp [modes])]
    rw [← h0, ← Finset.sum_add_distrib]
    refine Finset.sum_le_sum fun k _ => ?_
    by_cases hk : k = 0
    · simp [hk]
    · have h1 : (1 : ℤ) ≤ k ^ 2 := by
        linarith [lt_of_le_of_ne (sq_nonneg k) (pow_ne_zero 2 hk).symm]
      rw [if_neg hk, add_zero]
      exact le_mul_of_one_le_left (sq_nonneg _) (by exact_mod_cast h1)
  have hS : 0 ≤ ∑ k ∈ modes m, ‖c k‖ ^ 2 := Finset.sum_nonneg fun _ _ => sq_nonneg _
  have hn' : ((region m c).card : ℝ) ≤ n := by exact_mod_cast hn
  have hb : ‖c 0‖ ^ 2 ≤ (n : ℝ) / (2 * m + 1) * ∑ k ∈ modes m, ‖c k‖ ^ 2 := by
    rw [div_mul_eq_mul_div, le_div_iff₀ (by positivity)]
    linarith [mul_le_mul_of_nonneg_right hn' hS, uniform_weight_le m c]
  rw [mul_left_comm]
  refine mul_le_mul_of_nonneg_left ?_ (by positivity)
  linarith

/-- For `m = 1` the sum of `g k` over the wave numbers consists of the values of `g` at `-1`, `0`
and `1`. -/
lemma sum_modes_one {E : Type*} [AddCommMonoid E] (g : ℤ → E) :
    ∑ k ∈ modes 1, g k = g (-1) + (g 0 + g 1) := by
  have h : modes 1 = {-1, 0, 1} := by
    ext a
    simp only [modes, Finset.mem_Icc, Finset.mem_insert, Finset.mem_singleton]
    omega
  rw [h, Finset.sum_insert (by decide), Finset.sum_insert (by decide), Finset.sum_singleton]

/-- Sharpness: for `m = 1` the psinc function with all coefficients one vanishes at two of the
three grid points and attains equality in the localisation bound with `n = 1`. -/
theorem localisation_bound_sharp :
    orbital 1 (fun _ => 1) (gridPoint 1 1) = 0 ∧ orbital 1 (fun _ => 1) (gridPoint 1 2) = 0 ∧
    ∫ x in (0 : ℝ)..(2 * Real.pi), ‖deriv (orbital 1 (fun _ => 1)) x‖ ^ 2
      = (1 - 1 / 3 : ℝ) * ∫ x in (0 : ℝ)..(2 * Real.pi), ‖orbital 1 (fun _ => 1) x‖ ^ 2 := by
  have h0 : orbital 1 (fun _ => 1) (gridPoint 1 0) = 3 := by
    rw [orbital, sum_modes_one]
    norm_num [wave, gridPoint]
  have h3 : ‖(3 : ℂ)‖ = 3 := by norm_num
  have hz : ∀ a b : ℂ, ‖a‖ ^ 2 + ‖b‖ ^ 2 = 0 → a = 0 := fun a b h =>
    norm_eq_zero.mp ((pow_eq_zero_iff two_ne_zero).mp
      (by linarith [sq_nonneg ‖a‖, sq_nonneg ‖b‖]))
  -- the peak value exhausts the grid sum of |f|²
  have h := grid_parseval 1 (fun _ => 1)
  rw [sum_modes_one] at h
  simp only [Finset.sum_range_succ, Finset.sum_range_zero, h0, h3, Nat.cast_one, norm_one,
    Nat.reduceMul, Nat.reduceAdd] at h
  refine ⟨hz _ (orbital 1 (fun _ => 1) (gridPoint 1 2)) (by linarith),
    hz _ (orbital 1 (fun _ => 1) (gridPoint 1 1)) (by linarith), ?_⟩
  rw [kinetic_integral, norm_integral, sum_modes_one, sum_modes_one]
  simp only [Int.cast_neg, Int.cast_one, Int.cast_zero, norm_one]
  ring

end

end PsincLocalisation
```

```lean
#print axioms PsincLocalisation.kinetic_cost_of_localisation
#print axioms PsincLocalisation.localisation_bound_sharp
```

```
'PsincLocalisation.kinetic_cost_of_localisation' depends on axioms: [propext, Classical.choice, Quot.sound]
'PsincLocalisation.localisation_bound_sharp' depends on axioms: [propext, Classical.choice, Quot.sound]
```

## What `kinetic_cost_of_localisation` says

The theorem takes natural numbers `m` and `n` and arbitrary complex coefficients `c : ℤ → ℂ`. The function `orbital m c` uses only the coefficients with |k| ≤ m, so it ranges over all trigonometric polynomials of degree at most m. No normalisation is imposed.

`gridPoint m j` is x_j. `region m c` is the set of indices of the grid points where the orbital is nonzero; these points need not be adjacent. The hypothesis `hn` says that there are at most `n` of them. The conclusion compares interval integrals over [0, 2π] and uses the actual derivative, `deriv (orbital m c)`, not a finite difference.

`localisation_bound_sharp` states the two zeros and the equality for the m = 1 psinc with all coefficients one.

## How the lemmas carry the derivation

`density_expansion` writes |f|² as the double sum, and `diagonal_sum` collapses it once only k = l contributes. `grid_sum_wave` is the geometric-sum argument: if z were 1, then q would be an integer multiple p(2m+1), and the case split on the sign of p rules this out.

`grid_parseval` combines these three facts on the grid. `norm_integral` uses the first two on the cell, together with the integral of a single wave, which it proves internally as `hw`. `kinetic_integral` differentiates term by term and then applies `norm_integral` to the coefficients ik c_k.

`uniform_weight_le` is the Cauchy–Schwarz step. Its `calc` block applies the triangle inequality, then `sq_sum_le_card_mul_sum_sq` on the occupied points, then enlarges the sum to the full grid. In the main theorem, `hgap` records that k² ≥ 1 away from k = 0, `hb` is |c_0|² ≤ (n/N)S, and `linarith` combines them.

For sharpness, `sum_modes_one` writes out the three modes. The peak value 3 already accounts for the whole grid sum of |f|², which is 9, so the other two values must vanish.

## Odd grids, exact zeros and the degree limit

The guarantee concerns one periodic dimension and an odd number of grid points matched to the degree. An even grid with a Nyquist component needs a separate argument. The zeros are exact: a grid value of 10⁻¹² counts as occupied. The theorem bounds the kinetic term of one orbital and says nothing about potential energy, total energy or floating-point error in a particular program.

On the three-point grid of m = 1 the degree limit matters. Keep that grid, but allow degree 2:

f(x) = 5 + 9cos x + cos 2x.

This function equals 15 at x = 0 and vanishes at 2π/3 and 4π/3, so n = 1. Its integrals are

∫|f′|² = 85π,  ∫|f|² = 132π,

while the bound would require at least (2/3)·132π = 88π. For m = 1, then, degree at most m cannot be relaxed to degree at most m+1. The example concerns this small grid only. For N ≥ 7 the inequality holds at any degree, by the argument from zeros given earlier, but the theorem proved in Lean does not cover higher degrees.
